# Gaussian-process regression with the Brownian kernel: linear between positive sites, constant beyond the last

## Energies along one coordinate

Suppose an energy is known at finitely many points along one coordinate, for instance a displacement from a reference geometry, and values are wanted in between. Write \(t \ge 0\) for the coordinate (a position, not a time), \(0 < x_0 < \dots < x_n\) with \(n \ge 0\) for the sites, and \(y_i\) for the energy at \(x_i\), relative to the energy at \(t=0\).

Gaussian-process regression with zero prior mean needs a covariance function, here the Brownian kernel \(\min(s,t)\). It vanishes when one argument is \(0\), which expresses that the energy at the reference geometry is fixed at zero. With

\[
K_{ij} = \min(x_i,x_j), \qquad k(t)_j = \min(t,x_j),
\]

the posterior mean and variance are

\[
m(t) = k(t)^{\mathsf T} K^{-1} y, \qquad v(t) = t - k(t)^{\mathsf T} K^{-1} k(t).
\]

Nothing is added to the diagonal of \(K\), so the data are treated as exact. A constant prefactor \(\sigma^2\) of the kernel, with the unit of energy squared per unit of \(t\), is set to one here. It would cancel in \(m\) and multiply \(v\), so the variances below are in units of \(\sigma^2\) times the unit of \(t\).

The claim is that \(m\) is the piecewise linear interpolant through \((0,0)\) and the points \((x_i,y_i)\) on \([0,x_n]\), and that \(m(t)=y_n\) for \(t \ge x_n\).

## From the kernel matrix to straight lines

**Splitting off the first site.** Since \(x_0\) is the smallest site,

\[
\min(x_i,x_j) = x_0 + \min(x_i-x_0,\;x_j-x_0),
\]

and the last term is zero if \(i=0\) or \(j=0\). For any vector \(a\) this gives

\[
a^{\mathsf T}Ka = x_0\Big(\sum_{i=0}^n a_i\Big)^2 + \sum_{i,j\ge 1} a_i a_j \min(x_i-x_0,\;x_j-x_0).
\]

The double sum is the same quadratic form for the remaining sites, measured from \(x_0\).

**Invertibility.** The shifted sites are again positive and strictly increasing, so induction on the number of sites applies. Let \(a \ne 0\). If some \(a_i\) with \(i \ge 1\) is non-zero, the double sum is positive by induction and the first term is non-negative. Otherwise \(a_0 \ne 0\) and the form equals \(x_0a_0^2 > 0\). Hence \(Ka=0\) forces \(a=0\), and \(K\) is invertible.

**Values at the sites.** The vector \(k(x_i)\) is row \(i\) of \(K\), so \(m(x_i) = (KK^{-1}y)_i = y_i\).

**Between sites.** Put \(c = K^{-1}y\), so that \(m(t)=\sum_j c_j\min(t,x_j)\). Let \([p,q]\) have no site in its interior. For \(t\) in this interval, \(\min(t,x_j)\) is the constant \(x_j\) if \(x_j \le p\), and equals \(t\) if \(x_j \ge q\). Both functions are affine, and therefore

\[
(q-p)\,m(t) = (q-t)\,m(p) + (t-p)\,m(q).
\]

On \([0,x_0]\) we have \(m(0)=0\), because \(k(0)=0\), and so \(m(t)=y_0t/x_0\). On \([x_i,x_{i+1}]\) the end values are \(y_i\) and \(y_{i+1}\). Writing \(x_{i+1}-t=(x_{i+1}-x_i)-(t-x_i)\) and dividing by the interval length gives

\[
m(t) = y_i + \frac{(y_{i+1}-y_i)(t-x_i)}{x_{i+1}-x_i}.
\]

For \(t \ge x_n\) every \(\min(t,x_j)\) equals \(x_j\), so \(k(t)=k(x_n)\) and \(m(t)=y_n\).

**Variance.** The subtracted term in \(v(t)\) is the mean at \(t\) for the artificial data \(y_j=\min(t,x_j)\). Between neighbouring sites these data are \(x_i\) and \(t\) at the two ends, so

\[
v(t) = t - x_i - \frac{(t-x_i)^2}{x_{i+1}-x_i} = \frac{(t-x_i)(x_{i+1}-t)}{x_{i+1}-x_i}.
\]

Beyond the last site the relevant datum is \(x_n\), and \(v(t)=t-x_n\).

## A fit with three energies

With the matrix formula one solves \(Kc=y\) once and then evaluates \(\sum_j c_j\min(t,x_j)\) at each query point. For this kernel the interpolation formula gives the same values without a linear solve. Take sites \(1,2,4\) and energies \(2,3,1\) in some chosen units:

\[
K=\begin{pmatrix}1&1&1\\1&2&2\\1&2&4\end{pmatrix},\qquad c=\begin{pmatrix}1\\2\\-1\end{pmatrix}.
\]

At \(t=3\) the mean is \(1\cdot1+2\cdot2-1\cdot3=2\), halfway between the energies \(3\) and \(1\), and the variance is \(1\cdot1/2=1/2\). At \(t=5\) the mean is \(1\) and the variance is \(1\).

For a simulation on such a one-dimensional fit, the force \(-m'(t)\) is constant between sites, jumps wherever the slope changes, and is zero beyond the last site.

## The kernel and the posterior formulas in Lean

```lean
import Mathlib

open Matrix

namespace BrownianKernel

noncomputable section
```

Sites are a function `x : Fin n → ℝ`, numbered from zero, so in these definitions `n` is the number of sites and not the index of the last one. The kernel matrix and the vector \(k(t)\) are written out entry by entry.

```lean
/-- The kernel matrix `K i j = min (x i) (x j)` of the Brownian kernel at the sites `x`. -/
def kernelMatrix {n : ℕ} (x : Fin n → ℝ) : Matrix (Fin n) (Fin n) ℝ :=
  Matrix.of fun i j => min (x i) (x j)

/-- The vector of kernel values `min t (x j)` between a query point `t` and the sites. -/
def kernelVec {n : ℕ} (x : Fin n → ℝ) (t : ℝ) : Fin n → ℝ :=
  fun j => min t (x j)
```

The mean and the variance are defined by their matrix formulas, with `⬝ᵥ` for the dot product and `*ᵥ` for matrix times vector. That these formulas give the conditional mean and variance of a Gaussian process is the step from probability theory that is taken over here: no random process appears in the definitions.

```lean
/-- The formula `k(t)ᵀ K⁻¹ y`. For positive, distinct sites `x` and a query point `t ≥ 0` it is the
noise-free Gaussian-process mean at `t` for the data `y`. -/
def gpMean {n : ℕ} (x y : Fin n → ℝ) (t : ℝ) : ℝ :=
  kernelVec x t ⬝ᵥ ((kernelMatrix x)⁻¹ *ᵥ y)

/-- The formula `k(t,t) - k(t)ᵀ K⁻¹ k(t)`. For positive, distinct sites `x` and a query point
`t ≥ 0` it is the noise-free posterior variance at `t`. -/
def gpVar {n : ℕ} (x : Fin n → ℝ) (t : ℝ) : ℝ :=
  min t t - kernelVec x t ⬝ᵥ ((kernelMatrix x)⁻¹ *ᵥ kernelVec x t)
```

In `gpVar` the prior variance appears as `min t t`, which is \(t\).

## Positive definiteness, one site at a time

The first theorem is the splitting identity. Its hypothesis is only that no site lies below `x 0`, and `a i.succ` are the weights of the remaining sites. In the proof, `h` is the shift of origin, `h1` applies it to each row and removes the first column of the shifted kernel, and `h2` removes the first row.

```lean
/-- If no site lies below the first one, the quadratic form of the kernel matrix splits into a
square weighted by the first site and the form of the other sites measured from the first. -/
theorem form_succ {n : ℕ} (x a : Fin (n + 1) → ℝ) (hx : ∀ i, x 0 ≤ x i) :
    a ⬝ᵥ (kernelMatrix x *ᵥ a) = x 0 * (∑ i, a i) ^ 2 +
      (fun i : Fin n => a i.succ) ⬝ᵥ
        (kernelMatrix (fun i : Fin n => x i.succ - x 0) *ᵥ fun i : Fin n => a i.succ) := by
  -- shift the origin of the kernel to the first site
  have h : ∀ i j, min (x i) (x j) = x 0 + min (x i - x 0) (x j - x 0) := by
    intro i j
    rw [min_sub_sub_right]
    ring
  have h1 : ∀ i, ∑ j, min (x i) (x j) * a j = x 0 * ∑ j, a j +
      ∑ j : Fin n, min (x i - x 0) (x j.succ - x 0) * a j.succ := by
    intro i
    have hz : min (x i - x 0) (x 0 - x 0) = 0 := by
      rw [sub_self]
      exact min_eq_right (sub_nonneg.2 (hx i))
    calc ∑ j, min (x i) (x j) * a j
        = ∑ j, (x 0 * a j + min (x i - x 0) (x j - x 0) * a j) :=
          Finset.sum_congr rfl (fun j _ => by rw [h i j]; ring)
      _ = _ := by
          rw [Finset.sum_add_distrib, ← Finset.mul_sum]
          congr 1
          rw [Fin.sum_univ_succ]
          simp only [hz, zero_mul, zero_add]
  -- the first site drops out of the shifted form
  have h2 : ∑ i, a i * ∑ j : Fin n, min (x i - x 0) (x j.succ - x 0) * a j.succ =
      ∑ i : Fin n, a i.succ *
        ∑ j : Fin n, min (x i.succ - x 0) (x j.succ - x 0) * a j.succ := by
    have hz : ∑ j : Fin n, min (x 0 - x 0) (x j.succ - x 0) * a j.succ = 0 := by
      refine Finset.sum_eq_zero fun j _ => ?_
      rw [sub_self, min_eq_left (sub_nonneg.2 (hx j.succ)), zero_mul]
    rw [Fin.sum_univ_succ, hz, mul_zero, zero_add]
  simp only [dotProduct, Matrix.mulVec, kernelMatrix, Matrix.of_apply]
  simp only [h1, mul_add]
  rw [Finset.sum_add_distrib, ← Finset.sum_mul, h2]
  ring
```

Strict positivity follows by induction on the number of sites. `StrictMono x` says that the sites are strictly increasing, and `hpos` that they are positive. The case distinction `by_cases h` asks whether all weights after the first vanish, as in the argument by hand. With no sites there is no non-zero `a`, which settles the base case.

```lean
/-- For positive, strictly increasing sites the Brownian kernel matrix is strictly positive
definite. -/
theorem form_pos {n : ℕ} (x a : Fin n → ℝ) (hx : StrictMono x) (hpos : ∀ i, 0 < x i)
    (ha : a ≠ 0) : 0 < a ⬝ᵥ (kernelMatrix x *ᵥ a) := by
  induction n with
  | zero => exact absurd (Subsingleton.elim _ _) ha
  | succ n ih =>
    rw [form_succ x a fun i => hx.monotone (Fin.zero_le i)]
    by_cases h : (fun i : Fin n => a i.succ) = 0
    · -- only the first weight is present
      have h' : ∀ i : Fin n, a i.succ = 0 := fun i => congrFun h i
      have ha0 : a 0 ≠ 0 := by
        intro h0
        apply ha
        funext i
        exact Fin.cases h0 h' i
      have hs : ∑ i, a i = a 0 := by
        rw [Fin.sum_univ_succ]
        simp [h']
      rw [h, hs, Matrix.mulVec_zero, dotProduct_zero, add_zero]
      have := hpos 0
      positivity
    · have h1 := ih (fun i => x i.succ - x 0) (fun i => a i.succ)
        (fun i j hij => sub_lt_sub_right (hx (Fin.succ_lt_succ_iff.2 hij)) _)
        (fun i => sub_pos.2 (hx (Fin.succ_pos i))) h
      exact add_pos_of_nonneg_of_pos (mul_nonneg (hpos 0).le (sq_nonneg _)) h1
```

## Reproducing the data

Invertibility is derived here from the conditions on the sites. If the determinant were zero, there would be a non-zero vector `v` (not the variance) with \(Kv=0\), contradicting `form_pos`. The equation `h` holds by `rfl` because \(k(x_i)\) is by definition row \(i\) of the matrix; the product \(KK^{-1}\) then cancels.

A site at the origin would give \(K\) a zero row, and two coinciding sites would give it two equal rows. In either case \(K\) would have no inverse.

```lean
/-- For positive, strictly increasing sites the Gaussian-process mean reproduces every datum. -/
theorem gpMean_data {n : ℕ} (x y : Fin n → ℝ) (hx : StrictMono x) (hpos : ∀ i, 0 < x i)
    (i : Fin n) : gpMean x y (x i) = y i := by
  -- a null vector of the kernel matrix would contradict positive definiteness
  have hu : IsUnit (kernelMatrix x).det := by
    refine isUnit_iff_ne_zero.2 fun h => ?_
    obtain ⟨v, hv, hKv⟩ := Matrix.exists_mulVec_eq_zero_iff.2 h
    have h1 := form_pos x v hx hpos hv
    rw [hKv, dotProduct_zero] at h1
    exact lt_irrefl _ h1
  have h : gpMean x y (x i) = (kernelMatrix x *ᵥ ((kernelMatrix x)⁻¹ *ᵥ y)) i := rfl
  rw [h, Matrix.mulVec_mulVec, Matrix.mul_nonsing_inv _ hu, Matrix.one_mulVec]
```

## Affine pieces

The hypothesis `hgap` says that each site lies at or below `p`, or at or above `q`. The identity is proved term by term in the sum over sites, with one case for each alternative. The weights \(K^{-1}y\) enter only as fixed numbers, so neither the order of the sites nor invertibility is needed. (For a singular \(K\) Mathlib's inverse is the zero matrix by convention, and the identity then only says \(0=0\).) Leaving the factor \(q-p\) on the left avoids a division and admits \(p=q\).

```lean
/-- On an interval `[p, q]` with no site strictly inside, the Gaussian-process mean is the
linear interpolation of its values at the two ends. -/
theorem gpMean_affine {n : ℕ} (x y : Fin n → ℝ) {p q t : ℝ} (hpt : p ≤ t) (htq : t ≤ q)
    (hgap : ∀ j, x j ≤ p ∨ q ≤ x j) :
    (q - p) * gpMean x y t = (q - t) * gpMean x y p + (t - p) * gpMean x y q := by
  simp only [gpMean, dotProduct, kernelVec, Finset.mul_sum, ← Finset.sum_add_distrib]
  refine Finset.sum_congr rfl fun j _ => ?_
  rcases hgap j with h | h
  · rw [min_eq_right (h.trans hpt), min_eq_right h, min_eq_right (h.trans (hpt.trans htq))]
    ring
  · rw [min_eq_left (htq.trans h), min_eq_left ((hpt.trans htq).trans h), min_eq_left h]
    ring
```

## The interpolant

The main theorem takes `n + 1` sites, so there is at least one datum. Its three clauses concern the interval from the origin to the first site, the intervals between neighbours, and the half-line from the last site onwards. For `i : Fin n`, `x i.castSucc` is \(x_i\) and `x i.succ` is \(x_{i+1}\); `Fin.last n` is the index \(n\), and `Set.Icc` denotes a closed interval. With a single site the middle clause is empty.

The first two parts of the proof insert the known end values into `gpMean_affine` and solve for the mean. In the second, `hgap` is obtained by comparing indices: a site has index at most \(i\) or at least \(i+1\). The third part shows that the kernel vectors at `t` and at the last site agree.

```lean
/-- For sites `0 < x 0 < ... < x n`, the noise-free Gaussian-process mean of the Brownian kernel
is the piecewise linear interpolant through the origin and the data up to the last site, and
keeps the last data value beyond it. -/
theorem gpMean_eq_interpolant {n : ℕ} (x y : Fin (n + 1) → ℝ) (hx : StrictMono x)
    (hpos : ∀ i, 0 < x i) :
    (∀ t ∈ Set.Icc 0 (x 0), gpMean x y t = y 0 * t / x 0) ∧
    (∀ i : Fin n, ∀ t ∈ Set.Icc (x i.castSucc) (x i.succ),
      gpMean x y t = y i.castSucc +
        (y i.succ - y i.castSucc) * (t - x i.castSucc) / (x i.succ - x i.castSucc)) ∧
    (∀ t, x (Fin.last n) ≤ t → gpMean x y t = y (Fin.last n)) := by
  refine ⟨fun t ht => ?_, fun i t ht => ?_, fun t ht => ?_⟩
  · -- the kernel vanishes at the origin, and so does the mean
    have h0 : gpMean x y 0 = 0 := by
      have hk : kernelVec x 0 = 0 := funext fun j => min_eq_left (hpos j).le
      rw [gpMean, hk, zero_dotProduct]
    have h := gpMean_affine x y ht.1 ht.2 fun j => Or.inr (hx.monotone (Fin.zero_le j))
    rw [h0, gpMean_data x y hx hpos] at h
    rw [eq_div_iff (hpos 0).ne']
    linear_combination h
  · -- neighbouring sites have no site between them
    have hgap : ∀ j, x j ≤ x i.castSucc ∨ x i.succ ≤ x j := by
      intro j
      rcases le_or_gt (j : ℕ) (i : ℕ) with h | h
      · exact Or.inl (hx.monotone (Fin.le_def.2 h))
      · exact Or.inr (hx.monotone (Fin.le_def.2 (by simp only [Fin.val_succ]; omega)))
    have h := gpMean_affine x y ht.1 ht.2 hgap
    rw [gpMean_data x y hx hpos, gpMean_data x y hx hpos] at h
    have hd : x i.succ - x i.castSucc ≠ 0 := (sub_pos.2 (hx Fin.castSucc_lt_succ)).ne'
    have e : (x i.succ - x i.castSucc) * ((y i.succ - y i.castSucc) * (t - x i.castSucc) /
        (x i.succ - x i.castSucc)) = (y i.succ - y i.castSucc) * (t - x i.castSucc) := by
      field_simp
    apply mul_left_cancel₀ hd
    linear_combination h - e
  · -- beyond the last site the kernel vector no longer changes
    have hk : kernelVec x t = kernelVec x (x (Fin.last n)) := by
      funext j
      have hj : x j ≤ x (Fin.last n) := hx.monotone (Fin.le_last j)
      simp only [kernelVec]
      rw [min_eq_right (hj.trans ht), min_eq_right hj]
    rw [← gpMean_data x y hx hpos (Fin.last n), gpMean, gpMean, hk]
```

## The variance between and beyond the data

Both variance theorems begin with the equation `e`, which rewrites the variance as \(t\) minus the mean for the data `kernelVec x t`. The main theorem holds for arbitrary data, so it applies to these. Between neighbours, `h1` and `h2` evaluate the artificial data at the two ends, and the rest is algebra. The result is the variance of a Brownian bridge, that is, of Brownian motion with both end values fixed.

```lean
/-- Between neighbouring sites, all sites being positive and strictly increasing, the posterior
variance is that of a Brownian bridge pinned at the two neighbours. -/
theorem gpVar_bridge {n : ℕ} (x : Fin (n + 1) → ℝ) (hx : StrictMono x) (hpos : ∀ i, 0 < x i)
    (i : Fin n) {t : ℝ} (ht : t ∈ Set.Icc (x i.castSucc) (x i.succ)) :
    gpVar x t = (t - x i.castSucc) * (x i.succ - t) / (x i.succ - x i.castSucc) := by
  -- the subtracted term is the mean for the data `k(t)`
  have e : gpVar x t = t - gpMean x (kernelVec x t) t := by
    rw [gpVar, gpMean, min_self]
  have h1 : kernelVec x t i.castSucc = x i.castSucc := min_eq_right ht.1
  have h2 : kernelVec x t i.succ = t := min_eq_left ht.2
  have hd : x i.succ - x i.castSucc ≠ 0 := (sub_pos.2 (hx Fin.castSucc_lt_succ)).ne'
  have e' : (t - x i.castSucc) * (t - x i.castSucc) / (x i.succ - x i.castSucc) *
      (x i.succ - x i.castSucc) = (t - x i.castSucc) * (t - x i.castSucc) := by
    field_simp
  rw [e, (gpMean_eq_interpolant x (kernelVec x t) hx hpos).2.1 i t ht, h1, h2, eq_div_iff hd]
  linear_combination -e'
```

Beyond the last site only one artificial datum is needed. No variance formula is stated for the interval from the origin to the first site.

```lean
/-- Beyond the last of the positive, strictly increasing sites, the posterior variance equals
the distance to that site. -/
theorem gpVar_beyond {n : ℕ} (x : Fin (n + 1) → ℝ) (hx : StrictMono x) (hpos : ∀ i, 0 < x i)
    {t : ℝ} (ht : x (Fin.last n) ≤ t) : gpVar x t = t - x (Fin.last n) := by
  have e : gpVar x t = t - gpMean x (kernelVec x t) t := by
    rw [gpVar, gpMean, min_self]
  have h1 : kernelVec x t (Fin.last n) = x (Fin.last n) := min_eq_right ht
  rw [e, (gpMean_eq_interpolant x (kernelVec x t) hx hpos).2.2 t ht, h1]

end

end BrownianKernel
```

```lean
#print axioms BrownianKernel.gpMean_eq_interpolant
#print axioms BrownianKernel.gpVar_bridge
#print axioms BrownianKernel.gpVar_beyond
```

```
'BrownianKernel.gpMean_eq_interpolant' depends on axioms: [propext, Classical.choice, Quot.sound]
'BrownianKernel.gpVar_bridge' depends on axioms: [propext, Classical.choice, Quot.sound]
'BrownianKernel.gpVar_beyond' depends on axioms: [propext, Classical.choice, Quot.sound]
```
